# Explicit Euler damps finitely many positive-frequency Gilbert magnon modes exactly when $h\max_k w_k<2a$

## Amplitudes, rates and the Euler step

A magnon mode $k$ is described by a complex amplitude $\psi_k$, whose real and imaginary parts are the two transverse components of a circular precession. Its undamped angular frequency is the real number $w_k$, the dimensionless Gilbert damping is $a$, and the time step is $h$. With $v$ for the time derivative of $\psi$, the linearised Gilbert equation of one mode reads

$$v=i(w\psi+av).$$

In this sign convention $a>0$ damps a mode with $w>0$. Solved for $v$, the equation gives a complex rate, `gilbertRate`:

$$v=\lambda\psi,\qquad \lambda=\frac{(i-a)w}{1+a^2}.$$

An explicit Euler step replaces $\psi$ by $\psi+h\lambda\psi$, so it multiplies the amplitude by $g=1+h\lambda$, which is `eulerFactor`.

```lean
import Mathlib

open Filter Topology

namespace MagnonEulerStability

noncomputable section

/-- The complex rate `(i - a) w / (1 + a²)` of a magnon amplitude with frequency `w` and
Gilbert damping `a`. -/
def gilbertRate (a w : ℝ) : ℂ := (Complex.I - a) * w / (1 + (a : ℂ) ^ 2)

/-- The factor by which one explicit Euler step of length `h` multiplies a magnon amplitude. -/
def eulerFactor (a h w : ℝ) : ℂ := 1 + h * gilbertRate a w
```

A family of modes is a function on an index type `ι`. `eulerStep` updates all modes at once without coupling them, and `maxFrequency` is the largest $w_k$.

```lean
/-- One explicit Euler step of length `h` for a family of magnon amplitudes `ψ`. -/
def eulerStep {ι : Type*} (a h : ℝ) (w : ι → ℝ) (ψ : ι → ℂ) : ι → ℂ :=
  fun k => ψ k + h * (gilbertRate a (w k) * ψ k)

/-- The largest frequency of a nonempty finite family of magnon modes. -/
def maxFrequency {ι : Type*} [Fintype ι] [Nonempty ι] (w : ι → ℝ) : ℝ :=
  Finset.univ.sup' Finset.univ_nonempty w
```

For $h>0$ and finitely many $w_k>0$, the main results say that all factors have modulus below one, and equivalently that all initial amplitudes decay under iteration, exactly when $h\max_k w_k<2a$. In spin-dynamics simulations this is the step limit of explicit Euler for non-interacting, linearised, circular modes. Elliptical precession, the nonlinear equation with its fixed spin length, and the accuracy of a stable step are separate questions.

## Damping of either sign

The damping $a$ may be any real number. Physically $a>0$ is dissipation, $a=0$ is free precession and $a<0$ is gain. The algebra needs only $1+a^2>0$, which always holds.

To solve the Gilbert equation, write it as $(1-ia)v=iw\psi$ and multiply by $1+ia$, which gives $(1+a^2)v=(i-a)w\psi$. Conversely, multiplying this by $1-ia$ gives $(1+a^2)(1-ia)v=i(1+a^2)w\psi$, and $1+a^2$ cancels. The two `linear_combination` calls are these multiplications, with `Complex.I_sq` supplying $i^2=-1$.

```lean
/-- The linearised Gilbert equation `v = i (w ψ + a v)`, in which the velocity `v` of the
amplitude `ψ` appears on both sides, is equivalent to `v = gilbertRate a w * ψ`. -/
theorem gilbert_equation_iff (a w : ℝ) (ψ v : ℂ) :
    v = Complex.I * (w * ψ + a * v) ↔ v = gilbertRate a w * ψ := by
  have hne : (1 + (a : ℂ) ^ 2) ≠ 0 := by
    have h0 : (1 + a ^ 2 : ℝ) ≠ 0 := by positivity
    exact_mod_cast h0
  unfold gilbertRate
  rw [div_mul_eq_mul_div, eq_div_iff hne]
  constructor
  · intro h
    -- multiply by the conjugate factor `1 + i a`
    linear_combination (1 + Complex.I * a) * h + (a ^ 2 * v + a * w * ψ) * Complex.I_sq
  · intro h
    apply mul_left_cancel₀ hne
    linear_combination (1 - Complex.I * a) * h - a * w * ψ * Complex.I_sq
```

The exact solution is $e^{\lambda t}\psi_0$. Since

$$\lambda t=-\frac{aw}{1+a^2}t+i\frac{w}{1+a^2}t,$$

its modulus is $e^{-awt/(1+a^2)}|\psi_0|$. The proof differentiates the exponential by the chain rule and then makes the same split of the exponent. For $a,w>0$ the exact amplitude therefore always decays, whatever step a simulation uses.

```lean
/-- The exact amplitude `exp (gilbertRate a w * t) ψ₀` solves the linearised equation of motion,
and its modulus is `exp (-a w t / (1 + a²)) ‖ψ₀‖`. -/
theorem exact_amplitude (a w t : ℝ) (ψ₀ : ℂ) :
    HasDerivAt (fun s : ℝ => Complex.exp (gilbertRate a w * s) * ψ₀)
      (gilbertRate a w * (Complex.exp (gilbertRate a w * t) * ψ₀)) t ∧
    ‖Complex.exp (gilbertRate a w * t) * ψ₀‖
      = Real.exp (-(a * w / (1 + a ^ 2)) * t) * ‖ψ₀‖ := by
  constructor
  · have hc : HasDerivAt (fun z : ℂ => Complex.exp (gilbertRate a w * z) * ψ₀)
        (gilbertRate a w * (Complex.exp (gilbertRate a w * t) * ψ₀)) (t : ℂ) :=
      ((((hasDerivAt_id' (t : ℂ)).const_mul (gilbertRate a w)).cexp).mul_const ψ₀).congr_deriv
        (by simp only [mul_one]; ring)
    exact hc.comp_ofReal
  · -- separate decay and precession in the exponent
    have hs : gilbertRate a w * t = ((-(a * w / (1 + a ^ 2)) * t : ℝ) : ℂ)
        + ((w / (1 + a ^ 2) * t : ℝ) : ℂ) * Complex.I := by
      unfold gilbertRate
      push_cast
      ring
    rw [norm_mul, Complex.norm_exp, hs, Complex.add_re, Complex.ofReal_re,
      Complex.re_ofReal_mul, Complex.I_re, mul_zero, add_zero]
```

For the Euler factor, separate real and imaginary parts:

$$|g|^2=\left(1-\frac{ahw}{1+a^2}\right)^2+\left(\frac{hw}{1+a^2}\right)^2
=1-\frac{2ahw}{1+a^2}+\frac{(hw)^2}{1+a^2}
=1+\frac{hw(hw-2a)}{1+a^2}.$$

The proof establishes the separation as `hs`, and `field_simp` and `ring` do the rest.

```lean
/-- The squared modulus of the Euler factor is `1 + h w (h w - 2 a) / (1 + a²)`. -/
theorem eulerFactor_norm_sq (a h w : ℝ) :
    ‖eulerFactor a h w‖ ^ 2 = 1 + h * w * (h * w - 2 * a) / (1 + a ^ 2) := by
  have hs : eulerFactor a h w = ((1 - h * a * w / (1 + a ^ 2) : ℝ) : ℂ)
      + ((h * w / (1 + a ^ 2) : ℝ) : ℂ) * Complex.I := by
    unfold eulerFactor gilbertRate
    push_cast
    ring
  have hne : (1 + a ^ 2 : ℝ) ≠ 0 := by positivity
  rw [hs, Complex.sq_norm, Complex.normSq_add_mul_I]
  field_simp
  ring
```

## A positive step and positive frequencies

The condition $h>0$ means that the simulation moves forward in time. The condition $w>0$ means that the mode precesses in the chosen sense and feels a restoring field.

By hand, both enter through $hw>0$: the sign of $|g|^2-1$ is then the sign of $hw-2a$, so $|g|<1$ exactly when $hw<2a$. In Lean the inequality $hw>0$ is `hp`. Each direction fixes the sign of the fraction and compares $|g|^2$ with $1$, where `nlinarith` passes between the modulus and its square.

```lean
/-- For a positive step and a positive frequency, the Euler factor of a single magnon mode has
modulus below one exactly when `h w < 2 a`. -/
theorem eulerFactor_norm_lt_one_iff (a : ℝ) {h w : ℝ} (hh : 0 < h) (hw : 0 < w) :
    ‖eulerFactor a h w‖ < 1 ↔ h * w < 2 * a := by
  have hsq := eulerFactor_norm_sq a h w
  have hn := norm_nonneg (eulerFactor a h w)
  have hp : 0 < h * w := mul_pos hh hw
  have hd : 0 < 1 + a ^ 2 := by positivity
  constructor
  · intro H
    by_contra hc
    have h1 : 0 ≤ h * w * (h * w - 2 * a) / (1 + a ^ 2) :=
      div_nonneg (mul_nonneg hp.le (by linarith)) hd.le
    nlinarith
  · intro H
    have h1 : h * w * (h * w - 2 * a) / (1 + a ^ 2) < 0 :=
      div_neg_of_neg_of_pos (mul_neg_of_pos_of_neg hp (by linarith)) hd
    by_contra hc
    nlinarith
```

Neither condition can be relaxed to allow zero:

- With $a=w=1$ and $h=0$, the inequality $0<2$ holds, but $g=1$.
- With $a=h=1$ and $w=0$, the inequality again reads $0<2$ and again $g=1$. A zero-frequency mode stays where it is.

No positive step satisfies the criterion when $a=0$. There $|g|^2=1+(hw)^2>1$, so Euler amplifies a mode whose exact modulus is constant.

```lean
/-- Without damping, explicit Euler amplifies every magnon mode of positive frequency at every
positive step. -/
theorem undamped_amplification {h w : ℝ} (hh : 0 < h) (hw : 0 < w) :
    1 < ‖eulerFactor 0 h w‖ := by
  have hsq : ‖eulerFactor 0 h w‖ ^ 2 = 1 + (h * w) ^ 2 := by
    rw [eulerFactor_norm_sq]
    norm_num
    ring
  have hp : 0 < (h * w) ^ 2 := pow_pos (mul_pos hh hw) 2
  by_contra hc
  nlinarith [norm_nonneg (eulerFactor 0 h w)]
```

## Finitely many modes, and at least one

A simulated sample has a finite, nonempty list of modes, so a largest frequency exists. By hand, all the inequalities $hw_k<2a$ hold exactly when the one for the largest $w_k$ does. The proof divides by $h>0$ and uses `Finset.sup'_lt_iff`: a maximum lies below $2a/h$ exactly when every member does.

```lean
variable {ι : Type*} [Fintype ι] [Nonempty ι]

/-- For a positive step and finitely many positive magnon frequencies, all Euler factors have
modulus below one exactly when the step times the largest frequency is less than `2 a`. -/
theorem all_factors_lt_one_iff (a : ℝ) {h : ℝ} (hh : 0 < h) (w : ι → ℝ) (hw : ∀ k, 0 < w k) :
    (∀ k, ‖eulerFactor a h (w k)‖ < 1) ↔ h * maxFrequency w < 2 * a := by
  unfold maxFrequency
  rw [← lt_div_iff₀' hh, Finset.sup'_lt_iff]
  constructor
  · intro H k _
    exact (lt_div_iff₀' hh).2 ((eulerFactor_norm_lt_one_iff a hh (hw k)).1 (H k))
  · intro H k
    exact (eulerFactor_norm_lt_one_iff a hh (hw k)).2
      ((lt_div_iff₀' hh).1 (H k (Finset.mem_univ k)))
```

Every $w_k$ has to be positive, not just the largest. For $a=h=1$ and frequencies $1$ and $0$, the criterion reads $1<2$, yet the second factor is $1$.

For an infinite family the maximum may not exist, and a supremum does not replace it. Take $h=1$, $a=\tfrac12$ and $w_k=k/(k+1)$ for $k\ge1$. Every $hw_k$ is below $2a=1$, so every factor has modulus below one, but the supremum equals $1$ and the strict inequality fails.

The modes evolve independently, so $n$ steps multiply $\psi_k$ by $g_k^n$, where $g_k$ is the factor of mode $k$. This follows by induction on $n$.

```lean
omit [Fintype ι] [Nonempty ι] in
/-- After `n` Euler steps each magnon amplitude is multiplied by the `n`-th power of its factor. -/
theorem eulerStep_iterate (a h : ℝ) (w : ι → ℝ) (ψ : ι → ℂ) (n : ℕ) (k : ι) :
    (eulerStep a h w)^[n] ψ k = eulerFactor a h (w k) ^ n * ψ k := by
  induction n with
  | zero => simp
  | succ n ih =>
    rw [Function.iterate_succ_apply']
    unfold eulerStep at ih ⊢
    rw [ih]
    unfold eulerFactor
    ring
```

If every $|g_k|<1$, then $g_k^n\psi_k\to0$ for each $k$, and hence the whole family tends to zero. Conversely, start with $\psi_k=1$ in every mode. If some $|g_k|\ge1$, then $|g_k^n|\ge1$ for all $n$, which rules out the limit zero. The proof works mode by mode through `tendsto_pi_nhds` and uses the same initial data.

```lean
/-- For a positive step and finitely many positive magnon frequencies, the Euler iteration damps
every initial set of amplitudes to zero exactly when `h` times the largest frequency is less
than `2 a`. -/
theorem euler_decay_iff (a : ℝ) {h : ℝ} (hh : 0 < h) (w : ι → ℝ) (hw : ∀ k, 0 < w k) :
    (∀ ψ : ι → ℂ, Tendsto (fun n : ℕ => (eulerStep a h w)^[n] ψ) atTop (𝓝 0)) ↔
      h * maxFrequency w < 2 * a := by
  rw [← all_factors_lt_one_iff a hh w hw]
  constructor
  · intro H k
    -- start with unit amplitude in every mode
    have h1 := (tendsto_pi_nhds.1 (H (fun _ => 1))) k
    simp only [eulerStep_iterate, mul_one, Pi.zero_apply] at h1
    by_contra hc
    have h2 : (1 : ℝ) ≤ ‖(0 : ℂ)‖ := ge_of_tendsto' h1.norm (fun n => by
      rw [norm_pow]
      exact one_le_pow₀ (not_lt.1 hc))
    norm_num at h2
  · intro H ψ
    rw [tendsto_pi_nhds]
    intro k
    simp only [eulerStep_iterate, Pi.zero_apply]
    simpa using (tendsto_pow_atTop_nhds_zero_of_norm_lt_one (H k)).mul_const (ψ k)
```

## A positive scale factor

Multiply damping and step by the same number $c$. The criterion becomes $ch\max_k w_k<2ca$, and for $c>0$ the factor cancels. For $a>0$ the stable steps are those below $2a/\max_k w_k$, so halving the damping halves this limit.

The last theorem applies the family criterion to both parameter pairs and cancels $c$. Here too, allowing zero would break the equivalence: for one mode with $a=h=w=1$ the original factor has modulus below one, while $c=0$ turns it into $1$.

```lean
/-- For positive frequencies and a positive step, multiplying the damping and the step by the
same positive number `c` leaves the stability of the Euler factors unchanged. -/
theorem stability_scaling (a : ℝ) {c h : ℝ} (hc : 0 < c) (hh : 0 < h) (w : ι → ℝ)
    (hw : ∀ k, 0 < w k) :
    (∀ k, ‖eulerFactor (c * a) (c * h) (w k)‖ < 1) ↔ ∀ k, ‖eulerFactor a h (w k)‖ < 1 := by
  rw [all_factors_lt_one_iff (c * a) (mul_pos hc hh) w hw, all_factors_lt_one_iff a hh w hw]
  have e1 : c * h * maxFrequency w = c * (h * maxFrequency w) := by ring
  have e2 : 2 * (c * a) = c * (2 * a) := by ring
  rw [e1, e2]
  exact ⟨fun H => lt_of_mul_lt_mul_left H hc.le, fun H => mul_lt_mul_of_pos_left H hc⟩

end

end MagnonEulerStability
```

```lean
#print axioms MagnonEulerStability.exact_amplitude
#print axioms MagnonEulerStability.undamped_amplification
#print axioms MagnonEulerStability.euler_decay_iff
#print axioms MagnonEulerStability.stability_scaling
```

```
'MagnonEulerStability.exact_amplitude' depends on axioms: [propext, Classical.choice, Quot.sound]
'MagnonEulerStability.undamped_amplification' depends on axioms: [propext, Classical.choice, Quot.sound]
'MagnonEulerStability.euler_decay_iff' depends on axioms: [propext, Classical.choice, Quot.sound]
'MagnonEulerStability.stability_scaling' depends on axioms: [propext, Classical.choice, Quot.sound]
```
